# Error bound for the classical fluctuation formula of static response in a finite-dimensional quantum system

The isothermal static susceptibility of a finite-dimensional quantum model is the response, per unit field, of an observable \(A\), here with \(\langle A\rangle=0\), to a weak static field that couples to \(A\), at fixed temperature \(T\). To estimate it, one can average \(A^2\) in the canonical ensemble without the field and multiply by \(\beta=1/k_BT\). This is exact when \(A\) commutes with the Hamiltonian \(H\). Otherwise \(\beta\langle A^2\rangle\) is never too small, and it is too large by at most \((\beta^2/12)\langle[A,[H,A]]\rangle\), a bound that needs only one more equilibrium average.

```lean
import Mathlib

open Matrix

namespace StaticResponseFluctuation

noncomputable section

variable {n : Type*} [Fintype n] [DecidableEq n] {U H A : Matrix n n ℂ} {E : n → ℝ} {β : ℝ}
```

The finite type `n` labels the basis states, so `Matrix n n ℂ` is the type of operators on a finite-dimensional space. The function `E` gives each level a real energy.

```lean
/-- The commutator `[X, Y] = XY - YX`. -/
def bracket (X Y : Matrix n n ℂ) : Matrix n n ℂ := X * Y - Y * X
```

This is the commutator \([X,Y]=XY-YX\).

```lean
/-- The Gibbs state `exp(-βH) / tr exp(-βH)`, for Hermitian `H` on a nonzero space. -/
def gibbs (β : ℝ) (H : Matrix n n ℂ) : Matrix n n ℂ :=
  (trace (NormedSpace.exp (-(β : ℂ) • H)))⁻¹ • NormedSpace.exp (-(β : ℂ) • H)
```

The Gibbs state is \(\rho=e^{-\beta H}/\operatorname{tr}e^{-\beta H}\), with the true matrix exponential. Below, \(\langle B\rangle=\operatorname{tr}(\rho B)\).

```lean
/-- The Boltzmann weight of level `i`, for a nonempty set of levels. -/
def weight (β : ℝ) (E : n → ℝ) (i : n) : ℝ :=
  Real.exp (-β * E i) / ∑ j, Real.exp (-β * E j)
```

The Boltzmann weights are \(p_i=e^{-\beta E_i}/Z\), with \(Z=\sum_j e^{-\beta E_j}\).

```lean
/-- The columns of `U` are an orthonormal eigenbasis of `H` with energies `E`. -/
def Diagonalizes (U H : Matrix n n ℂ) (E : n → ℝ) : Prop :=
  U ∈ unitaryGroup n ℂ ∧ H = U * diagonal (fun i => (E i : ℂ)) * Uᴴ
```

`Diagonalizes U H E` says that \(U\) is unitary and \(H=U\,\mathrm{diag}(E)\,U^\dagger\). Lean writes \(U^\dagger\) as `Uᴴ`.

```lean
/-- The matrix elements of `A` between the columns of `U`. -/
def inBasis (U A : Matrix n n ℂ) : Matrix n n ℂ := Uᴴ * A * U
```

From here on, \(A_{ij}\) means \((U^\dagger AU)_{ij}\), the matrix element between energy eigenstates.

```lean
/-- The response factor of two levels: `(p_j - p_i)/(E_i - E_j)`, or `β p_j` when the
energies coincide. -/
def kubo (β : ℝ) (E : n → ℝ) (i j : n) : ℝ :=
  if E i = E j then β * weight β E j else (weight β E j - weight β E i) / (E i - E j)
```

The response factor is \(k_{ij}=(p_j-p_i)/(E_i-E_j)\), replaced by its limit \(\beta p_j\) when the energies coincide.

```lean
/-- The sum `X` of `|A_ij|²` times the response factor, where `A_ij` is the matrix element of `A`
between columns `i` and `j` of `U`. -/
def staticResponse (β : ℝ) (E : n → ℝ) (U A : Matrix n n ℂ) : ℝ :=
  ∑ i, ∑ j, ‖inBasis U A i j‖ ^ 2 * kubo β E i j
```

The response is \(X=\sum_{ij}|A_{ij}|^2k_{ij}\). This sum is taken as the definition and is not derived from a perturbed Gibbs state. For \(\langle A\rangle=0\) it is the isothermal response of \(\langle A\rangle\), per unit field, to a weak field \(f\) in \(H-fA\). For a nonzero mean, apply the result to \(A-\langle A\rangle\).

```lean
/-- Every Hermitian matrix has an orthonormal eigenbasis with real energies. -/
theorem diagonalizes_of_isHermitian (hH : H.IsHermitian) :
    Diagonalizes (hH.eigenvectorUnitary : Matrix n n ℂ) H hH.eigenvalues := by
  refine ⟨hH.eigenvectorUnitary.2, ?_⟩
  have h := hH.spectral_theorem
  rw [Unitary.conjStarAlgAut_apply] at h
  exact h
```

By the spectral theorem, every Hermitian \(H\) has such a \(U\) and \(E\), so assuming them later costs no generality.

```lean
/-- In an eigenbasis of `H` the Gibbs state is diagonal, with the Boltzmann weights. -/
theorem gibbs_eq (h : Diagonalizes U H E) (β : ℝ) :
    gibbs β H = U * diagonal (fun i => (weight β E i : ℂ)) * Uᴴ := by
  obtain ⟨hU, hH⟩ := h
  have h1 : U * Uᴴ = 1 := mem_unitaryGroup_iff.mp hU
  have h2 : Uᴴ * U = 1 := mem_unitaryGroup_iff'.mp hU
  have hinv : U⁻¹ = Uᴴ := inv_eq_right_inv h1
  have hd : diagonal (fun i => ((-β * E i : ℝ) : ℂ))
      = (-(β : ℂ)) • diagonal (fun i => (E i : ℂ)) := by
    ext i j
    by_cases hij : i = j
    · subst hij; simp
    · simp [hij]
  have h3 : -(β : ℂ) • H = U * diagonal (fun i => ((-β * E i : ℝ) : ℂ)) * U⁻¹ := by
    rw [hd, hinv, hH, Matrix.mul_smul, Matrix.smul_mul]
  have h4 : NormedSpace.exp (fun i => ((-β * E i : ℝ) : ℂ))
      = fun i => ((Real.exp (-β * E i) : ℝ) : ℂ) := by
    funext i
    rw [Complex.ofReal_exp, Complex.exp_eq_exp_ℂ]
    exact NormedSpace.map_exp (Pi.evalRingHom (fun _ : n => ℂ) i) (continuous_apply i) _
  have h5 : diagonal (fun i => (weight β E i : ℂ))
      = (∑ j, ((Real.exp (-β * E j) : ℝ) : ℂ))⁻¹ •
        diagonal (fun i => ((Real.exp (-β * E i) : ℝ) : ℂ)) := by
    ext i j
    by_cases hij : i = j
    · subst hij; simp [weight, div_eq_inv_mul]
    · simp [hij]
  rw [gibbs, h3, Matrix.exp_conj _ _ ⟨⟨U, Uᴴ, h1, h2⟩, rfl⟩, Matrix.exp_diagonal, hinv, h4,
    h5, Matrix.trace_mul_comm, ← Matrix.mul_assoc, h2, Matrix.one_mul, trace_diagonal,
    Matrix.mul_smul, Matrix.smul_mul]
```

By hand, \(e^{-\beta H}=U\,\mathrm{diag}(e^{-\beta E_i})\,U^\dagger\), and its trace is \(Z\). Dividing gives \(\rho=U\,\mathrm{diag}(p_i)\,U^\dagger\). In Lean, `Matrix.exp_conj` takes the exponential inside the change of basis and `Matrix.exp_diagonal` evaluates it on the diagonal.

```lean
/-- The thermal average of a product `AC`, written out in an eigenbasis of `H`. -/
theorem trace_gibbs_mul (h : Diagonalizes U H E) (β : ℝ) (A C : Matrix n n ℂ) :
    trace (gibbs β H * (A * C))
      = ∑ i, ∑ j, (weight β E i : ℂ) * (inBasis U A i j * inBasis U C j i) := by
  have h1 : ∀ X, U * (Uᴴ * X) = X := fun X => by
    rw [← Matrix.mul_assoc, show U * Uᴴ = 1 from mem_unitaryGroup_iff.mp h.1, Matrix.one_mul]
  have e : Uᴴ * (A * C) * U = inBasis U A * inBasis U C := by
    simp only [inBasis, Matrix.mul_assoc, h1]
  rw [gibbs_eq h, Matrix.mul_assoc, Matrix.mul_assoc U, Matrix.trace_mul_comm,
    Matrix.mul_assoc, e]
  simp only [Matrix.trace, diag_apply, diagonal_mul]
  simp only [Matrix.mul_apply, Finset.mul_sum]
```

Inserting \(UU^\dagger=1\) between \(A\) and \(C\), and using the cyclic property of the trace, gives

\[
\langle AC\rangle=\sum_{ij}p_iA_{ij}C_{ji}.
\]

```lean
/-- For Hermitian `A`, with matrix elements `A_ij` in an eigenbasis of `H` with energies `E_i` and
Boltzmann weights `p_i`, the thermal averages of `A²` and `[A,[H,A]]` are the sums of `|A_ij|² p_i`
and `2 |A_ij|² p_i (E_j - E_i)`. -/
theorem thermal_averages (h : Diagonalizes U H E) (hA : A.IsHermitian) (β : ℝ) :
    trace (gibbs β H * (A * A))
      = ((∑ i, ∑ j, ‖inBasis U A i j‖ ^ 2 * weight β E i : ℝ) : ℂ) ∧
    trace (gibbs β H * bracket A (bracket H A)) = ((∑ i, ∑ j, ‖inBasis U A i j‖ ^ 2 *
      (2 * weight β E i * (E j - E i)) : ℝ) : ℂ) := by
  have hB : (inBasis U A).IsHermitian := isHermitian_conjTranspose_mul_mul U hA
  have hn : ∀ i j, inBasis U A i j * inBasis U A j i = (‖inBasis U A i j‖ : ℂ) ^ 2 := by
    intro i j
    rw [← hB.apply j i, ← Complex.ofReal_pow, Complex.sq_norm]
    exact Complex.mul_conj _
  have h2 : Uᴴ * U = 1 := mem_unitaryGroup_iff'.mp h.1
  have h3 : ∀ X, Uᴴ * (U * X) = X := fun X => by rw [← Matrix.mul_assoc, h2, Matrix.one_mul]
  -- taking the commutator with `H` multiplies each matrix element by an energy difference
  have hK : ∀ i j, inBasis U (bracket H A) i j = (E i - E j) * inBasis U A i j := by
    intro i j
    have e : inBasis U (bracket H A) = diagonal (fun i => (E i : ℂ)) * inBasis U A
        - inBasis U A * diagonal (fun i => (E i : ℂ)) := by
      rw [h.2]
      simp only [inBasis, bracket, Matrix.mul_sub, Matrix.sub_mul, Matrix.mul_assoc, h3, h2,
        Matrix.mul_one]
    rw [e, Matrix.sub_apply, diagonal_mul, mul_diagonal]
    ring
  constructor
  · rw [trace_gibbs_mul h]
    push_cast
    refine Finset.sum_congr rfl fun i _ => Finset.sum_congr rfl fun j _ => ?_
    rw [hn, mul_comm]
  · rw [show bracket A (bracket H A) = A * bracket H A - bracket H A * A from rfl,
      Matrix.mul_sub, trace_sub, trace_gibbs_mul h, trace_gibbs_mul h]
    push_cast
    simp only [← Finset.sum_sub_distrib]
    refine Finset.sum_congr rfl fun i _ => Finset.sum_congr rfl fun j _ => ?_
    rw [hK, hK]
    linear_combination (2 * weight β E i * (E j - E i) : ℂ) * hn i j
```

Since \(A\) is Hermitian, \(A_{ij}A_{ji}=|A_{ij}|^2\) (`hn`). Also \([H,A]_{ij}=(E_i-E_j)A_{ij}\) (`hK`). The two orderings in the outer commutator contribute equally, so

\[
\langle A^2\rangle=\sum_{ij}p_i|A_{ij}|^2,\qquad
\langle[A,[H,A]]\rangle=\sum_{ij}2p_i(E_j-E_i)|A_{ij}|^2 .
\]

Both averages are therefore real, and the `.re` in the final theorem discards nothing.

```lean
/-- For all real `x`, `0 ≤ x (x cosh x - sinh x) ≤ (x²/3) x sinh x`. -/
theorem langevin_bounds (x : ℝ) : 0 ≤ x * (x * Real.cosh x - Real.sinh x) ∧
    x * (x * Real.cosh x - Real.sinh x) ≤ x ^ 2 / 3 * (x * Real.sinh x) := by
  -- a function that starts at zero with nonnegative slope stays nonnegative
  have mono : ∀ f f' : ℝ → ℝ, (∀ y, HasDerivAt f (f' y) y) → f 0 = 0 →
      (∀ y, 0 ≤ y → 0 ≤ f' y) → ∀ y, 0 ≤ y → 0 ≤ f y := by
    intro f f' hf h0 hp y hy
    have hm : MonotoneOn f (Set.Ici 0) := by
      refine monotoneOn_of_deriv_nonneg (convex_Ici 0)
        (fun z _ => (hf z).continuousAt.continuousWithinAt)
        (fun z _ => (hf z).differentiableAt.differentiableWithinAt) fun z hz => ?_
      rw [(hf z).deriv]
      exact hp z (interior_subset hz)
    have h1 := hm (Set.mem_Ici.mpr le_rfl) (Set.mem_Ici.mpr hy) hy
    rwa [h0] at h1
  have hg : ∀ y, HasDerivAt (fun y : ℝ => y * Real.cosh y - Real.sinh y)
      (y * Real.sinh y) y := fun y =>
    (((hasDerivAt_id' y).fun_mul (Real.hasDerivAt_cosh y)).fun_sub
      (Real.hasDerivAt_sinh y)).congr_deriv (by ring)
  have low := mono _ _ hg (by simp) fun y hy => mul_nonneg hy (Real.sinh_nonneg_iff.mpr hy)
  have up : ∀ y : ℝ, 0 ≤ y →
      0 ≤ y * y / 3 * Real.sinh y - (y * Real.cosh y - Real.sinh y) :=
    mono _ (fun y => y / 3 * (y * Real.cosh y - Real.sinh y)) (fun y =>
      (((((hasDerivAt_id' y).fun_mul (hasDerivAt_id' y)).div_const 3).fun_mul
        (Real.hasDerivAt_sinh y)).fun_sub (hg y)).congr_deriv (by ring))
      (by simp) fun y hy => mul_nonneg (by positivity) (low y hy)
  -- both bounds are even in `x`
  rcases le_total 0 x with hx | hx
  · exact ⟨mul_nonneg hx (low x hx), by linarith [mul_nonneg hx (up x hx)]⟩
  · have hy : 0 ≤ -x := neg_nonneg.mpr hx
    have l := mul_nonneg hy (low (-x) hy)
    have u := mul_nonneg hy (up (-x) hy)
    simp only [Real.cosh_neg, Real.sinh_neg] at l u
    exact ⟨by linarith, by linarith⟩
```

Let \(g(x)=x\cosh x-\sinh x\). Then \(g(0)=0\) and \(g'(x)=x\sinh x\ge0\), so \(g\ge0\) for \(x\ge0\). Next let \(u(x)=\tfrac{x^2}{3}\sinh x-g(x)\). Then \(u(0)=0\) and \(u'(x)=\tfrac{x}{3}g(x)\ge0\), so \(u\ge0\) as well. Multiplying both inequalities by \(x\) makes every term even, which extends them to negative \(x\). The local lemma `mono` carries out the "starts at zero, nonnegative slope" step both times.

```lean
omit [DecidableEq n] in
/-- For `β > 0`, the error bound holds for each pair of levels separately. -/
theorem pair_bound (hβ : 0 < β) (E : n → ℝ) (i j : n) :
    0 ≤ β * ((weight β E i + weight β E j) / 2) - kubo β E i j ∧
      β * ((weight β E i + weight β E j) / 2) - kubo β E i j
        ≤ β ^ 2 / 12 * ((weight β E i - weight β E j) * (E j - E i)) := by
  by_cases hij : E i = E j
  · have hw : weight β E i = weight β E j := by simp only [weight, hij]
    have h0 : β * ((weight β E i + weight β E j) / 2) - kubo β E i j = 0 := by
      rw [kubo, if_pos hij, hw]; ring
    rw [h0, hw]
    simp
  obtain ⟨x, hx⟩ : ∃ x, x = β * (E j - E i) / 2 := ⟨_, rfl⟩
  obtain ⟨c, hc⟩ : ∃ c, c = Real.exp (-β * (E i + E j) / 2) / ∑ k, Real.exp (-β * E k) :=
    ⟨_, rfl⟩
  have hd : E j - E i = 2 * x / β := by rw [hx, eq_div_iff hβ.ne']; ring
  have hx0 : x ≠ 0 := by
    rw [hx]
    exact div_ne_zero (mul_ne_zero hβ.ne' (sub_ne_zero.mpr (Ne.symm hij))) two_ne_zero
  have hb0 : β ≠ 0 := hβ.ne'
  have hc0 : 0 ≤ c := by
    rw [hc]
    exact div_nonneg (Real.exp_pos _).le (Finset.sum_nonneg fun k _ => (Real.exp_pos _).le)
  have hi : weight β E i = c * Real.exp x := by
    rw [weight, hc, div_mul_eq_mul_div, ← Real.exp_add, hx]
    congr 2
    ring
  have hj : weight β E j = c * Real.exp (-x) := by
    rw [weight, hc, div_mul_eq_mul_div, ← Real.exp_add, hx]
    congr 2
    ring
  have hs : weight β E i + weight β E j = 2 * c * Real.cosh x := by
    rw [hi, hj, Real.cosh_eq]; ring
  have ht : weight β E i - weight β E j = 2 * c * Real.sinh x := by
    rw [hi, hj, Real.sinh_eq]; ring
  have hk : kubo β E i j = 2 * c * Real.sinh x / (2 * x / β) := by
    rw [kubo, if_neg hij, ← ht, ← hd, ← neg_sub (weight β E i), ← neg_sub (E j),
      neg_div_neg_eq]
  have e1 : β * (2 * c * Real.cosh x / 2) - 2 * c * Real.sinh x / (2 * x / β)
      = c * β / x ^ 2 * (x * (x * Real.cosh x - Real.sinh x)) := by
    clear hd hx hc hi hj hs ht hk
    field_simp
  have e2 : β ^ 2 / 12 * (2 * c * Real.sinh x * (2 * x / β))
      = c * β / x ^ 2 * (x ^ 2 / 3 * (x * Real.sinh x)) := by
    clear hd hx hc hi hj hs ht hk e1
    field_simp
    ring
  rw [hs, ht, hk, hd, e1, e2]
  have hf : 0 ≤ c * β / x ^ 2 := div_nonneg (mul_nonneg hc0 hβ.le) (sq_nonneg x)
  exact ⟨mul_nonneg hf (langevin_bounds x).1,
    mul_le_mul_of_nonneg_left (langevin_bounds x).2 hf⟩
```

For two levels with different energies, set \(x=\beta(E_j-E_i)/2\) and \(c=e^{-\beta(E_i+E_j)/2}/Z\). Then \(p_i=ce^{x}\) and \(p_j=ce^{-x}\), so

\[
\beta\,\frac{p_i+p_j}{2}-k_{ij}=\frac{c\beta}{x^2}\,x\,g(x),
\qquad
\frac{\beta^2}{12}(p_i-p_j)(E_j-E_i)=\frac{c\beta}{x^2}\cdot\frac{x^2}{3}\,x\sinh x .
\]

These are `e1` and `e2`, and the previous lemma compares them. If the energies coincide, both sides vanish.

```lean
/-- For Hermitian `A`, `β > 0` and an eigenbasis `U` of `H` with energies `E`, the classical
fluctuation formula `β⟨A²⟩` is at least the sum `staticResponse β E U A`, and exceeds it by at most
`(β²/12)⟨[A,[H,A]]⟩`. -/
theorem fluctuation_formula_error (hβ : 0 < β) (h : Diagonalizes U H E)
    (hA : A.IsHermitian) :
    0 ≤ β * (trace (gibbs β H * (A * A))).re - staticResponse β E U A ∧
      β * (trace (gibbs β H * (A * A))).re - staticResponse β E U A
        ≤ β ^ 2 / 12 * (trace (gibbs β H * bracket A (bracket H A))).re := by
  have hB : (inBasis U A).IsHermitian := isHermitian_conjTranspose_mul_mul U hA
  -- since `|A_ij| = |A_ji|`, it is enough to control each pair of levels
  have symm : ∀ g : n → n → ℝ, (∀ i j, 0 ≤ g i j + g j i) →
      0 ≤ ∑ i, ∑ j, ‖inBasis U A i j‖ ^ 2 * g i j := by
    intro g hg
    have h1 : ∑ i, ∑ j, ‖inBasis U A i j‖ ^ 2 * g i j
        = ∑ i, ∑ j, ‖inBasis U A i j‖ ^ 2 * g j i := by
      rw [Finset.sum_comm]
      refine Finset.sum_congr rfl fun i _ => Finset.sum_congr rfl fun j _ => ?_
      rw [← hB.apply j i, norm_star]
    have h2 : 0 ≤ ∑ i, ∑ j, ‖inBasis U A i j‖ ^ 2 * g i j
        + ∑ i, ∑ j, ‖inBasis U A i j‖ ^ 2 * g j i := by
      simp only [← Finset.sum_add_distrib, ← mul_add]
      exact Finset.sum_nonneg fun i _ => Finset.sum_nonneg fun j _ =>
        mul_nonneg (sq_nonneg _) (hg i j)
    linarith
  rw [(thermal_averages h hA β).1, (thermal_averages h hA β).2, Complex.ofReal_re,
    Complex.ofReal_re, ← sub_nonneg (b := β * _ - _)]
  simp only [staticResponse, Finset.mul_sum, ← Finset.sum_sub_distrib]
  constructor
  · refine (symm (fun i j => β * weight β E i - kubo β E i j) fun i j => ?_).trans_eq
      (Finset.sum_congr rfl fun i _ => Finset.sum_congr rfl fun j _ => by ring)
    linarith [(pair_bound hβ E i j).1, (pair_bound hβ E j i).1]
  · refine (symm (fun i j => β ^ 2 / 12 * (2 * weight β E i * (E j - E i))
      - (β * weight β E i - kubo β E i j)) fun i j => ?_).trans_eq
      (Finset.sum_congr rfl fun i _ => Finset.sum_congr rfl fun j _ => by ring)
    linarith [(pair_bound hβ E i j).2, (pair_bound hβ E j i).2]

end

end StaticResponseFluctuation
```

The hypotheses are \(\beta>0\), a diagonalisation of \(H\), and Hermitian \(A\). The conclusion is

\[
0\le\beta\langle A^2\rangle-X\le\frac{\beta^2}{12}\langle[A,[H,A]]\rangle .
\]

By the formulas for the averages, the middle quantity is \(\sum_{ij}|A_{ij}|^2(\beta p_i-k_{ij})\). Because \(|A_{ij}|=|A_{ji}|\), each summand may be averaged with its partner under \(i\leftrightarrow j\). This turns \(p_i\) into \((p_i+p_j)/2\), and \(2p_i(E_j-E_i)\) into \((p_i-p_j)(E_j-E_i)\). The pair bound then applies term by term. The step `symm` does this averaging, and `linarith` combines the bounds for \((i,j)\) and \((j,i)\).

The theorem treats finite matrices only, so a particle in continuous space enters through a finite basis, with the commutators evaluated in that basis.

```lean
#print axioms StaticResponseFluctuation.diagonalizes_of_isHermitian
#print axioms StaticResponseFluctuation.fluctuation_formula_error
```

```
'StaticResponseFluctuation.diagonalizes_of_isHermitian' depends on axioms: [propext, Classical.choice, Quot.sound]
'StaticResponseFluctuation.fluctuation_formula_error' depends on axioms: [propext, Classical.choice, Quot.sound]
```
